# Particle-number projection with M + 1 gauge angles is exact for non-interacting fermions in M modes

## Modes, fugacity and gauge angles

Take \(M\) fermion modes, labelled \(j = 0,\dots,M-1\), with real energies \(e_j\), and a real number \(b\) that plays the part of the inverse temperature \(1/k_BT\). Each mode is empty or singly occupied, so the occupation-number basis states, called states below, are labelled by the subsets \(S\) of occupied modes. In Lean the modes are the elements of `Fin M`, and the spectrum is a function `e : Fin M → ℝ`. Degenerate levels are allowed, and a spin-degenerate orbital counts as two modes.

```lean
import Mathlib

open Finset

namespace ParticleNumberProjection

noncomputable section
```

The canonical partition function sums the Boltzmann factors of all states with exactly \(N\) particles:

\[
Z_N = \sum_{|S|=N} \exp\Big(-b\sum_{j\in S} e_j\Big).
\]

The set `powersetCard N univ` contains the \(N\)-element subsets of the modes.

```lean
/-- The canonical partition function of `N` fermions in `M` modes: the sum of Boltzmann factors
over all ways of occupying `N` modes. -/
def canonicalZ {M : ℕ} (b : ℝ) (e : Fin M → ℝ) (N : ℕ) : ℝ :=
  ∑ S ∈ powersetCard N (univ : Finset (Fin M)), Real.exp (-b * ∑ j ∈ S, e j)
```

If the particle number is free, each state also receives a factor \(z\) per particle. This fugacity is \(e^{b\mu}\) for a chemical potential \(\mu\), and here it may be complex. The grand-canonical sum is then a product over modes,

\[
G(z) = \prod_{j} \left(1 + z\,e^{-b e_j}\right).
\]

```lean
/-- The grand-canonical product over modes at complex fugacity `z`. -/
def grandProduct {M : ℕ} (b : ℝ) (e : Fin M → ℝ) (z : ℂ) : ℂ :=
  ∏ j, (1 + z * (Real.exp (-b * e j) : ℂ))
```

Projection evaluates \(G\) at \(L\) equally spaced points on the unit circle. They are the powers of \(w_L = e^{2\pi i/L}\), and their arguments \(2\pi k/L\) are the gauge angles.

```lean
/-- The elementary gauge phase `exp (2 π i / L)` for `L` equally spaced gauge angles. -/
def gaugePhase (L : ℕ) : ℂ := Complex.exp (2 * Real.pi * Complex.I / L)
```

The projected quantity is the discrete Fourier component

\[
P_L(N) = \frac1L\sum_{k=0}^{L-1} w_L^{-kN}\, G(w_L^k).
\]

The exponent \(-kN\) can be negative, hence the casts to `ℤ` in the code.

```lean
/-- Number projection with `L` gauge angles: the discrete Fourier component `N` of the
grand-canonical product on the unit circle of fugacities. -/
def numberProjection {M : ℕ} (b : ℝ) (e : Fin M → ℝ) (L N : ℕ) : ℂ :=
  1 / (L : ℂ) * ∑ k ∈ range L,
    gaugePhase L ^ (-((k : ℤ) * (N : ℤ))) * grandProduct b e (gaugePhase L ^ k)
```

The main result is \(Z_N = P_{M+1}(N)\) for \(0\le N\le M\). It obtains a fixed-number partition function from \(M+1\) products of \(M\) factors, without enumerating the \(\binom{M}{N}\) states. Projections of this type restore a definite particle number in finite-temperature mean-field calculations; the theorem treats non-interacting fermions with a given finite spectrum, in exact arithmetic, and says nothing about rounding errors.

## Independent modes: energies that add

The first assumption sits in the definitions: the energy of a state is the sum of the energies of its occupied modes. Physically, the particles do not interact, or they move in a fixed mean field that conserves particle number (no pairing field).

By hand, the assumption is used to expand the product. Choosing either \(1\) or \(z e^{-be_j}\) from each factor amounts to choosing a subset \(S\), so

\[
G(z) = \sum_S \prod_{j\in S} z e^{-be_j}
     = \sum_S z^{|S|} e^{-b\sum_{j\in S}e_j}
     = \sum_{n=0}^{M} z^n Z_n .
\]

The last step groups the subsets by their size \(n\). Thus \(G\) is a polynomial in the fugacity whose coefficients are the canonical partition functions.

The proof of `grandProduct_eq_sum` follows the same steps. `Finset.prod_one_add` expands over subsets, and `Finset.sum_powerset` groups them by size. For each subset, `Finset.prod_const` collects the powers of \(z\), while `Real.exp_sum` turns the exponential of a sum into a product of exponentials.

```lean
/-- The grand-canonical product is the polynomial in the fugacity whose coefficients are the
canonical partition functions. -/
theorem grandProduct_eq_sum {M : ℕ} (b : ℝ) (e : Fin M → ℝ) (z : ℂ) :
    grandProduct b e z = ∑ n ∈ range (M + 1), z ^ n * (canonicalZ b e n : ℂ) := by
  unfold grandProduct canonicalZ
  -- expand over occupied subsets, then group the subsets by particle number
  rw [Finset.prod_one_add, Finset.sum_powerset, Finset.card_univ, Fintype.card_fin]
  refine Finset.sum_congr rfl fun n _ => ?_
  rw [Complex.ofReal_sum, Finset.mul_sum]
  refine Finset.sum_congr rfl fun S hS => ?_
  rw [Finset.prod_mul_distrib, Finset.prod_const, (Finset.mem_powersetCard.1 hS).2,
    Finset.mul_sum, Real.exp_sum, Complex.ofReal_prod]
```

With interactions the Boltzmann factor of a state no longer splits into one factor per mode, and the product formula for \(G\) is lost. If the Hamiltonian still conserves particle number, the grand-canonical trace remains a polynomial in \(z\), and Fourier projection can be applied to that trace instead.

## At least one gauge angle: L > 0

The hypothesis `hL : 0 < L` says that the average is taken over at least one point. By hand, it enters through the orthogonality of the phases. Set \(q = w_L^{\,n-N}\). Then

\[
\sum_{k=0}^{L-1} w_L^{-kN}(w_L^k)^n = \sum_{k=0}^{L-1} q^k .
\]

If \(L\) divides \(n-N\), then \(q=1\) and the sum is \(L\). Otherwise \(q\neq1\), and since \(q^L = 1\),

\[
\sum_{k=0}^{L-1} q^k = \frac{q^L-1}{q-1} = 0 .
\]

In `phase_orthogonality`, `hL` supplies the fact that \(w_L\) is a primitive \(L\)-th root of unity, recorded as `hprim`. From it come `hone`, which says that \(q=1\) exactly when \(n\) and \(N\) have the same remainder modulo \(L\), and `hpow`, which says that \(q^L=1\). The step `hterm` rewrites each summand as \(q^k\), and `geom_sum_eq` sums the geometric series.

```lean
/-- Orthogonality of gauge phases: the sum over `L` gauge angles vanishes unless the particle
numbers `n` and `N` agree modulo `L`, when it equals `L`. -/
theorem phase_orthogonality {L : ℕ} (hL : 0 < L) (n N : ℕ) :
    ∑ k ∈ range L, gaugePhase L ^ (-((k : ℤ) * (N : ℤ))) * (gaugePhase L ^ k) ^ n
      = if n % L = N % L then (L : ℂ) else 0 := by
  have hprim : IsPrimitiveRoot (gaugePhase L) L := Complex.isPrimitiveRoot_exp L hL.ne'
  have hw : gaugePhase L ≠ 0 := Complex.exp_ne_zero _
  have hterm : ∀ k : ℕ, gaugePhase L ^ (-((k : ℤ) * (N : ℤ))) * (gaugePhase L ^ k) ^ n
      = (gaugePhase L ^ ((n : ℤ) - (N : ℤ))) ^ k := by
    intro k
    rw [← pow_mul, ← zpow_natCast (gaugePhase L) (k * n), ← zpow_add₀ hw,
      ← zpow_natCast (gaugePhase L ^ ((n : ℤ) - (N : ℤ))) k, ← zpow_mul]
    congr 1
    push_cast
    ring
  have hone : gaugePhase L ^ ((n : ℤ) - (N : ℤ)) = 1 ↔ n % L = N % L := by
    rw [hprim.zpow_eq_one_iff_dvd, ← Nat.modEq_iff_dvd]
    exact ⟨fun h => h.symm, fun h => h.symm⟩
  have hpow : (gaugePhase L ^ ((n : ℤ) - (N : ℤ))) ^ L = 1 := by
    rw [← zpow_natCast, ← zpow_mul, mul_comm, zpow_mul, zpow_natCast, hprim.pow_eq_one,
      one_zpow]
  rw [Finset.sum_congr rfl fun k _ => hterm k]
  split_ifs with h
  · rw [hone.2 h]
    simp
  · -- a geometric sum over a full period
    rw [geom_sum_eq (fun h1 => h (hone.1 h1)), hpow, sub_self, zero_div]
```

Inserting the polynomial for \(G\) into the projection and exchanging the two finite sums gives

\[
P_L(N) = \frac1L\sum_{n=0}^{M} Z_n \sum_{k=0}^{L-1} w_L^{-kN}w_L^{kn}
       = \sum_{\substack{0\le n\le M\\ n\equiv N \,(\mathrm{mod}\ L)}} Z_n .
\]

This is aliasing: \(L\) angles cannot distinguish particle numbers that differ by a multiple of \(L\). In the Lean proof `hswap` performs the exchange, orthogonality evaluates the inner sum, and `field_simp` cancels \(L\) against \(1/L\), which again needs \(L\ne0\).

```lean
/-- Aliasing formula: projection with `L > 0` gauge angles returns the sum of the canonical
partition functions of all particle numbers congruent to `N` modulo `L`. -/
theorem projection_aliasing {M : ℕ} (b : ℝ) (e : Fin M → ℝ) {L : ℕ} (hL : 0 < L) (N : ℕ) :
    numberProjection b e L N
      = ∑ n ∈ (range (M + 1)).filter (fun n => n % L = N % L), (canonicalZ b e n : ℂ) := by
  have hL' : (L : ℂ) ≠ 0 := Nat.cast_ne_zero.2 hL.ne'
  -- exchange the sums over gauge angles and particle numbers
  have hswap : ∑ k ∈ range L,
      gaugePhase L ^ (-((k : ℤ) * (N : ℤ))) * grandProduct b e (gaugePhase L ^ k)
      = ∑ n ∈ range (M + 1), (canonicalZ b e n : ℂ) * ∑ k ∈ range L,
        gaugePhase L ^ (-((k : ℤ) * (N : ℤ))) * (gaugePhase L ^ k) ^ n := by
    simp_rw [grandProduct_eq_sum, Finset.mul_sum]
    rw [Finset.sum_comm]
    refine Finset.sum_congr rfl fun n _ => Finset.sum_congr rfl fun k _ => ?_
    rw [← mul_assoc, mul_comm]
  unfold numberProjection
  rw [hswap, Finset.sum_filter, Finset.mul_sum]
  refine Finset.sum_congr rfl fun n _ => ?_
  rw [phase_orthogonality hL]
  split_ifs
  · field_simp
  · simp
```

For \(L=0\) there is no average to take; Lean's convention \(1/0=0\) makes `numberProjection` zero, and the aliasing formula then fails for every \(N\le M\).

## Real b and real energies: positive weights

Real \(b\) and real \(e_j\) make every Boltzmann factor a positive number. The sign of \(b\) is unrestricted, so infinite temperature (\(b=0\)) and negative temperatures are included. If \(n\le M\), at least one subset of size \(n\) exists, and therefore \(Z_n>0\). The lemma `canonicalZ_pos` says this: a sum of positive terms over a nonempty set is positive.

```lean
/-- The canonical partition function is positive whenever the particles fit into the modes. -/
theorem canonicalZ_pos {M : ℕ} (b : ℝ) (e : Fin M → ℝ) {N : ℕ} (hN : N ≤ M) :
    0 < canonicalZ b e N :=
  Finset.sum_pos (fun _ _ => Real.exp_pos _)
    (Finset.powersetCard_nonempty.2 (by simpa using hN))
```

Positivity is needed only to show that too few angles must give a wrong answer. The expansion and the orthogonality relation are algebraic and would work equally well for complex weights. With complex weights, however, an unwanted contribution can vanish by accident. Take \(M=3\), energies \(0,1,2\) and \(b=2\pi i/3\). The three weights are the cube roots of unity, so \(Z_1=0\), and two angles return \(Z_1+Z_3=Z_3\) correctly for \(N=3\), although \(N\ge L\).

## Enough angles for particles and holes: N < L and M < N + L

The two inequalities say that the number of angles exceeds both the number of particles \(N\) and the number of holes \(M-N\). For \(N\le M\), they are necessary and sufficient for \(P_L(N)=Z_N\).

By hand, the particle numbers that alias with \(N\) are \(N\pm L, N\pm2L,\dots\), and the nearest ones decide the matter. The number \(N-L\) is a possible particle number exactly when \(N\ge L\), and \(N+L\) is one exactly when \(N+L\le M\). If both are excluded, only \(Z_N\) survives in the aliased sum. If either is allowed, the sum contains an additional positive term and exceeds \(Z_N\).

The proof of `projection_exact_iff` treats the two directions separately. For necessity, it assumes that the inequalities fail and takes \(m=N+L\) or \(m=N-L\) as the intruding particle number. `Finset.single_lt_sum` then shows that the aliased sum is strictly larger than \(Z_N\), contradicting exactness. For sufficiency, `hset` shows that the aliased set is \(\{N\}\): a number \(n\) with remainder \(N\) modulo \(L\) and nonzero quotient would be at least \(N+L\), hence larger than \(M\).

```lean
/-- For `N ≤ M`, projection with `L > 0` gauge angles gives the canonical partition function of `N`
particles in `M` modes exactly when `L` exceeds both the number of particles and the number of
holes. -/
theorem projection_exact_iff {M : ℕ} (b : ℝ) (e : Fin M → ℝ) {L N : ℕ} (hL : 0 < L)
    (hN : N ≤ M) :
    numberProjection b e L N = (canonicalZ b e N : ℂ) ↔ N < L ∧ M < N + L := by
  rw [projection_aliasing b e hL N]
  constructor
  · intro h
    have hreal : ∑ n ∈ (range (M + 1)).filter (fun n => n % L = N % L), canonicalZ b e n
        = canonicalZ b e N := by exact_mod_cast h
    by_contra hc
    -- too few angles let a second particle number through, with positive weight
    obtain ⟨m, hm, hmN, hmod⟩ : ∃ m, m ≤ M ∧ m ≠ N ∧ m % L = N % L := by
      by_cases h1 : N < L
      · exact ⟨N + L, by omega, by omega, Nat.add_mod_right N L⟩
      · exact ⟨N - L, by omega, by omega, (Nat.mod_eq_sub_mod (by omega)).symm⟩
    have hlt : canonicalZ b e N
        < ∑ n ∈ (range (M + 1)).filter (fun n => n % L = N % L), canonicalZ b e n := by
      refine Finset.single_lt_sum (f := canonicalZ b e) hmN
        (Finset.mem_filter.2 ⟨Finset.mem_range.2 (by omega), rfl⟩)
        (Finset.mem_filter.2 ⟨Finset.mem_range.2 (by omega), hmod⟩)
        (canonicalZ_pos b e hm) ?_
      intro k _ _
      exact Finset.sum_nonneg fun _ _ => (Real.exp_pos _).le
    linarith
  · rintro ⟨h1, h2⟩
    have hset : (range (M + 1)).filter (fun n => n % L = N % L) = {N} := by
      ext n
      simp only [Finset.mem_filter, Finset.mem_range, Finset.mem_singleton]
      constructor
      · rintro ⟨hn, hmod⟩
        rw [Nat.mod_eq_of_lt h1] at hmod
        have hdiv := Nat.div_add_mod n L
        have hq : n / L = 0 := by
          by_contra hq
          have hle : L * 1 ≤ L * (n / L) :=
            Nat.mul_le_mul_left L (Nat.pos_of_ne_zero hq)
          linarith
        rw [hmod, hq, mul_zero, zero_add] at hdiv
        exact hdiv.symm
      · intro h
        subst h
        exact ⟨by omega, rfl⟩
    rw [hset, Finset.sum_singleton]
```

The smallest exact choice is therefore \(L=\max(N,M-N)+1\). With fewer angles, but at least one, the error is the sum of the \(Z_n\) with \(n\ne N\), \(0\le n\le M\) and \(n\equiv N\) modulo \(L\), and it is always positive.

## Particles that fit into the modes: N ≤ M

The hypothesis `hN : N ≤ M` is the Pauli principle applied to the whole system: \(M\) modes hold at most \(M\) fermions. It places \(N\) among the powers \(0,\dots,M\) that occur in \(G\). In `projection_exact_iff` it is used for this membership, and also to ensure that \(N-L\) does not exceed \(M\).

Now set \(L=M+1\). The first inequality becomes \(N<M+1\), which is the hypothesis, and the second becomes \(M<N+M+1\), which always holds. With \(w=e^{2\pi i/(M+1)}\) this gives

\[
Z_N=\frac1{M+1}\sum_{k=0}^{M} w^{-kN}\prod_j\left(1+w^k e^{-be_j}\right).
\]

The theorem `particle_number_projection` states this formula with the phase and the product written out, leaving only `canonicalZ` as a named definition. The equality is between complex numbers, with the real \(Z_N\) regarded as complex, so it also says that the imaginary parts on the right cancel. The proof checks the two inequalities with `omega` and unfolds the definitions.

```lean
/-- Particle-number projection: for `N ≤ M`, the canonical partition function of `N` fermions in `M`
modes is the Fourier average of the grand-canonical product over `M + 1` gauge angles. -/
theorem particle_number_projection {M : ℕ} (b : ℝ) (e : Fin M → ℝ) {N : ℕ} (hN : N ≤ M) :
    (canonicalZ b e N : ℂ) = 1 / ((M : ℂ) + 1) * ∑ k ∈ range (M + 1),
      Complex.exp (2 * Real.pi * Complex.I / ((M : ℂ) + 1)) ^ (-((k : ℤ) * (N : ℤ))) *
        ∏ j, (1 + Complex.exp (2 * Real.pi * Complex.I / ((M : ℂ) + 1)) ^ k *
          (Real.exp (-b * e j) : ℂ)) := by
  have h := (projection_exact_iff b e (L := M + 1) (Nat.succ_pos M) hN).2
    ⟨by omega, by omega⟩
  simp only [numberProjection, gaugePhase, grandProduct, Nat.cast_add, Nat.cast_one] at h
  exact h.symm
```

For \(N>M\) the formula fails. No state has that many particles, so \(Z_N=0\), whereas the right-hand side returns the positive \(Z_n\) whose index \(n\) is the remainder of \(N\) modulo \(M+1\). At \(N=M+1\), for instance, it returns the vacuum value \(Z_0=1\). The exactness criterion also needs the hypothesis: for \(M=0\), \(N=3\), \(L=2\), both sides of `projection_exact_iff`'s equality are zero, yet \(N<L\) is false.

## Fewer angles at half filling and for number parity

With \(N\) particles in \(2N\) modes there are as many holes as particles, so \(N+1\) angles suffice, compared with \(2N+1\) in the general formula. The hypotheses hold automatically here, including the case \(N=0\) with no modes and a single angle.

```lean
/-- At half filling, with `N` fermions in `2 N` modes, `N + 1` gauge angles give the canonical
partition function exactly. -/
theorem half_filling_projection {N : ℕ} (b : ℝ) (e : Fin (2 * N) → ℝ) :
    numberProjection b e (N + 1) N = (canonicalZ b e N : ℂ) :=
  (projection_exact_iff b e (Nat.succ_pos N) (by omega)).2 ⟨by omega, by omega⟩
```

Aliasing is useful when a whole class of particle numbers is wanted. Two angles have the phases \(1\) and \(-1\), and projection onto \(N=0\) collects all even particle numbers:

\[
\sum_{n\ \mathrm{even}} Z_n = \frac{G(1)+G(-1)}{2},
\]

where \(n\) runs up to \(M\). The proof of `even_parity_projection` evaluates \(w_2=e^{i\pi}=-1\), applies the aliasing formula with \(L=2\), and writes out its two terms. It needs no relation between the number of angles and \(M\), because the aliased sum is itself the desired quantity.

```lean
/-- Number-parity projection: the partition function restricted to even particle numbers is half
the sum of the grand-canonical products at fugacities `1` and `-1`. -/
theorem even_parity_projection {M : ℕ} (b : ℝ) (e : Fin M → ℝ) :
    ∑ n ∈ (range (M + 1)).filter (fun n => n % 2 = 0), (canonicalZ b e n : ℂ)
      = (grandProduct b e 1 + grandProduct b e (-1)) / 2 := by
  have hp : gaugePhase 2 = -1 := by
    unfold gaugePhase
    rw [show 2 * (Real.pi : ℂ) * Complex.I / ((2 : ℕ) : ℂ) = Real.pi * Complex.I by
      push_cast; ring]
    exact Complex.exp_pi_mul_I
  refine (projection_aliasing b e (L := 2) (by norm_num) 0).symm.trans ?_
  unfold numberProjection
  rw [Finset.sum_range_succ, Finset.sum_range_one, hp]
  simp only [Nat.cast_zero, mul_zero, neg_zero, zpow_zero, pow_zero, pow_one, one_mul,
    Nat.cast_ofNat]
  ring

end

end ParticleNumberProjection
```

```lean
#print axioms ParticleNumberProjection.particle_number_projection
-- 'ParticleNumberProjection.particle_number_projection' depends on axioms: [propext, Classical.choice, Quot.sound]
#print axioms ParticleNumberProjection.half_filling_projection
-- 'ParticleNumberProjection.half_filling_projection' depends on axioms: [propext, Classical.choice, Quot.sound]
#print axioms ParticleNumberProjection.even_parity_projection
-- 'ParticleNumberProjection.even_parity_projection' depends on axioms: [propext, Classical.choice, Quot.sound]
```
